# For D > 0, the radial one-loop integral converges exactly when 0 < d/2 + a < n, and its value is then a power of D times a ratio of Gamma functions

Q: Take a single propagator in three Euclidean dimensions. With \(x\) the squared momentum and \(D>0\) a squared mass, the radial integral is \(\int_0^\infty x^{1/2}/(x+D)\,dx\). The usual Gamma-function formula gives \(-\pi\sqrt D\), a finite negative number, for a positive integrand whose integral diverges. Why should I trust a formal version of that formula?

A: Because it comes with the range in which the formula is the value of the integral. The physical problem is a one-loop amplitude. After Feynman parameters have combined the propagators and the energy contour has been rotated, one meets

\[
\int d^dk\,\frac{(k^2)^a}{(k^2+D)^n}.
\]

Here \(d\) is the dimension, \(a\) the power of \(k^2\) in the numerator and \(n\) the power of the combined denominator. Many textbooks write \(\Delta\) for \(D\), which is not a dimension here. With \(s=d/2+a\), the radial claim is

\[
\int_0^\infty \frac{x^{s-1}}{(x+D)^n}\,dx
= D^{s-n}\,\frac{\Gamma(s)\,\Gamma(n-s)}{\Gamma(n)},\qquad 0<s<n .
\]

Your example has \(s=3/2\) and \(n=1\), so it is excluded. The number \(-\pi\sqrt D\) has a meaning as an analytic continuation, but it is not the value of that integral.

Q: Derive it for me before showing any code.

A: Substituting \(u=rt\) in the definition of the Gamma function gives, for \(p,r>0\),

\[
\int_0^\infty t^{p-1}e^{-rt}\,dt=\frac{\Gamma(p)}{r^p}.
\]

Use this with \(p=n\) and \(r=x+D\) to replace the denominator. Everything is positive, so Tonelli's theorem allows the exchange of integrations:

\[
\begin{aligned}
\Gamma(n)\int_0^\infty\frac{x^{s-1}}{(x+D)^n}\,dx
&=\int_0^\infty t^{n-1}e^{-Dt}\left(\int_0^\infty x^{s-1}e^{-tx}\,dx\right)dt\\
&=\Gamma(s)\int_0^\infty t^{n-s-1}e^{-Dt}\,dt\\
&=\Gamma(s)\,\Gamma(n-s)\,D^{s-n}.
\end{aligned}
\]

The inner integral needs \(s>0\) and the last one needs \(n-s>0\). Dividing by \(\Gamma(n)\) gives the result.

Q: You exchanged two integrals before knowing that either converges. Does the formal proof do the same?

A: Yes, and legitimately. It works first with `∫⁻`, the integral of a nonnegative function, which may be infinite. The first lemma is the Schwinger formula in that setting.

```lean
import Mathlib

open MeasureTheory Set

namespace OneLoopRadialIntegral

/-- Schwinger parametrization: for positive `p` and `r`, integrating `t^(p-1) exp(-r t)` over
the positive parameter `t` gives `Γ(p) / r^p`. -/
theorem schwinger_lintegral {p r : ℝ} (hp : 0 < p) (hr : 0 < r) :
    ∫⁻ t in Ioi (0 : ℝ), ENNReal.ofReal (t ^ (p - 1) * Real.exp (-(r * t)))
      = ENNReal.ofReal (Real.Gamma p / r ^ p) := by
  have h := Real.integral_rpow_mul_exp_neg_mul_Ioi hp hr
  have hv : (1 / r) ^ p * Real.Gamma p = Real.Gamma p / r ^ p := by
    rw [Real.div_rpow zero_le_one hr.le, Real.one_rpow]
    ring
  rw [hv] at h
  have hpos : 0 < Real.Gamma p / r ^ p :=
    div_pos (Real.Gamma_pos_of_pos hp) (Real.rpow_pos_of_pos hr p)
  -- a nonzero integral can only come from an integrable function
  have hi : IntegrableOn (fun t : ℝ => t ^ (p - 1) * Real.exp (-(r * t))) (Ioi 0) := by
    by_contra hn
    rw [integral_undef hn] at h
    exact hpos.ne h
  rw [← h]
  refine (ofReal_integral_eq_lintegral_ofReal hi ?_).symm
  filter_upwards [ae_restrict_mem measurableSet_Ioi] with t ht
  have ht' : (0 : ℝ) < t := ht
  show (0 : ℝ) ≤ t ^ (p - 1) * Real.exp (-(r * t))
  positivity
```

The next lemma is the displayed calculation. Its `calc` steps insert the Schwinger parameter, swap the integrations with `lintegral_lintegral_swap`, do the \(x\) integral and then do the \(t\) integral.

```lean
/-- For `0 < s < n` and `D > 0`, exchanging the momentum and Schwinger integrations turns
`Γ(n)` times the radial integral into a product of two Gamma functions and a power of `D`. -/
theorem gamma_mul_radial_lintegral {s n D : ℝ} (hs : 0 < s) (hsn : s < n) (hD : 0 < D) :
    ENNReal.ofReal (Real.Gamma n) *
        ∫⁻ x in Ioi (0 : ℝ), ENNReal.ofReal (x ^ (s - 1) / (x + D) ^ n)
      = ENNReal.ofReal (Real.Gamma s * (Real.Gamma (n - s) / D ^ (n - s))) := by
  have hn : 0 < n := hs.trans hsn
  have hGn := Real.Gamma_pos_of_pos hn
  have hGs := Real.Gamma_pos_of_pos hs
  have hm : Measurable (fun q : ℝ × ℝ => ENNReal.ofReal
      (q.1 ^ (s - 1) * (q.2 ^ (n - 1) * Real.exp (-((q.1 + D) * q.2))))) := by fun_prop
  calc
    _ = ∫⁻ x in Ioi (0 : ℝ), ∫⁻ t in Ioi (0 : ℝ), ENNReal.ofReal
          (x ^ (s - 1) * (t ^ (n - 1) * Real.exp (-((x + D) * t)))) := by
        rw [← lintegral_const_mul' _ _ ENNReal.ofReal_ne_top]
        refine setLIntegral_congr_fun measurableSet_Ioi fun x hx => ?_
        have hx' : (0 : ℝ) < x := hx
        have e : ∀ t : ℝ, ENNReal.ofReal
            (x ^ (s - 1) * (t ^ (n - 1) * Real.exp (-((x + D) * t))))
            = ENNReal.ofReal (x ^ (s - 1)) *
              ENNReal.ofReal (t ^ (n - 1) * Real.exp (-((x + D) * t))) :=
          fun t => ENNReal.ofReal_mul (by positivity)
        simp only [e]
        rw [lintegral_const_mul' _ _ ENNReal.ofReal_ne_top,
          schwinger_lintegral hn (by positivity : 0 < x + D),
          ← ENNReal.ofReal_mul hGn.le,
          ← ENNReal.ofReal_mul (by positivity : (0 : ℝ) ≤ x ^ (s - 1))]
        congr 1
        ring
    _ = ∫⁻ t in Ioi (0 : ℝ), ∫⁻ x in Ioi (0 : ℝ), ENNReal.ofReal
          (x ^ (s - 1) * (t ^ (n - 1) * Real.exp (-((x + D) * t)))) :=
        lintegral_lintegral_swap hm.aemeasurable
    _ = ∫⁻ t in Ioi (0 : ℝ), ENNReal.ofReal (Real.Gamma s) *
          ENNReal.ofReal (t ^ (n - s - 1) * Real.exp (-(D * t))) := by
        refine setLIntegral_congr_fun measurableSet_Ioi fun t ht => ?_
        have ht' : (0 : ℝ) < t := ht
        have e : ∀ x : ℝ, ENNReal.ofReal
            (x ^ (s - 1) * (t ^ (n - 1) * Real.exp (-((x + D) * t))))
            = ENNReal.ofReal (t ^ (n - 1) * Real.exp (-(D * t))) *
              ENNReal.ofReal (x ^ (s - 1) * Real.exp (-(t * x))) := by
          intro x
          rw [← ENNReal.ofReal_mul (by positivity),
            show -((x + D) * t) = -(D * t) + -(t * x) by ring, Real.exp_add]
          congr 1
          ring
        have hp : t ^ (n - s - 1) = t ^ (n - 1) / t ^ s := by
          rw [← Real.rpow_sub ht']
          congr 1
          ring
        simp only [e]
        rw [lintegral_const_mul' _ _ ENNReal.ofReal_ne_top, schwinger_lintegral hs ht',
          ← ENNReal.ofReal_mul (by positivity), ← ENNReal.ofReal_mul hGs.le, hp]
        congr 1
        ring
    _ = _ := by
        rw [lintegral_const_mul' _ _ ENNReal.ofReal_ne_top,
          schwinger_lintegral (sub_pos.2 hsn) hD, ← ENNReal.ofReal_mul hGs.le]
```

Q: Then where is the ordinary integral, and where is its convergence stated?

A: In `radial_integral`, which has two parts. `IntegrableOn … (Ioi 0)` says that the integrand is absolutely integrable on \((0,\infty)\), and the equation gives the value. The variables `d`, `a` and `n` are real, so the powers are real powers. The hypotheses `h0` and `h1` are \(0<s\) and \(s<n\).

The proof writes `s` for `d / 2 + a`, cancels \(\Gamma(n)\) and passes to the ordinary integral. Lean assigns the integral 0 to a function that is not integrable, so the strictly positive value found here also proves integrability.

```lean
/-- The radial one-loop integral: for `D > 0` and real `d`, `a`, `n` with `0 < d/2 + a < n`
it converges and equals a power of `D` times a ratio of Gamma functions. -/
theorem radial_integral {d a n D : ℝ} (hD : 0 < D) (h0 : 0 < d / 2 + a)
    (h1 : d / 2 + a < n) :
    IntegrableOn (fun x : ℝ => x ^ (d / 2 + a - 1) / (x + D) ^ n) (Ioi 0) ∧
    ∫ x in Ioi (0 : ℝ), x ^ (d / 2 + a - 1) / (x + D) ^ n
      = D ^ (d / 2 + a - n) * Real.Gamma (d / 2 + a) * Real.Gamma (n - a - d / 2)
        / Real.Gamma n := by
  rw [show n - a - d / 2 = n - (d / 2 + a) by ring]
  generalize d / 2 + a = s at h0 h1 ⊢
  have hGn := Real.Gamma_pos_of_pos (h0.trans h1)
  have hGs := Real.Gamma_pos_of_pos h0
  have hGd := Real.Gamma_pos_of_pos (sub_pos.2 h1)
  have hDp := Real.rpow_pos_of_pos hD (s - n)
  have hV : 0 < D ^ (s - n) * Real.Gamma s * Real.Gamma (n - s) / Real.Gamma n :=
    div_pos (mul_pos (mul_pos hDp hGs) hGd) hGn
  have hL := gamma_mul_radial_lintegral h0 h1 hD
  have hval : Real.Gamma s * (Real.Gamma (n - s) / D ^ (n - s)) = Real.Gamma n *
      (D ^ (s - n) * Real.Gamma s * Real.Gamma (n - s) / Real.Gamma n) := by
    rw [show s - n = -(n - s) by ring, Real.rpow_neg hD.le, mul_div_cancel₀ _ hGn.ne']
    ring
  -- divide by the Gamma function of the propagator power
  rw [hval, ENNReal.ofReal_mul hGn.le,
    ENNReal.mul_right_inj (ENNReal.ofReal_pos.2 hGn).ne' ENNReal.ofReal_ne_top] at hL
  have hm : Measurable (fun x : ℝ => x ^ (s - 1) / (x + D) ^ n) := by fun_prop
  have hI : ∫ x in Ioi (0 : ℝ), x ^ (s - 1) / (x + D) ^ n
      = D ^ (s - n) * Real.Gamma s * Real.Gamma (n - s) / Real.Gamma n := by
    rw [integral_eq_lintegral_of_nonneg_ae ?_ hm.aestronglyMeasurable, hL,
      ENNReal.toReal_ofReal hV.le]
    filter_upwards [ae_restrict_mem measurableSet_Ioi] with x hx
    have hx' : (0 : ℝ) < x := hx
    show (0 : ℝ) ≤ x ^ (s - 1) / (x + D) ^ n
    positivity
  refine ⟨?_, hI⟩
  by_contra hn
  rw [integral_undef hn] at hI
  exact hV.ne hI
```

Q: Those inequalities could be artefacts of the Schwinger trick. Perhaps the integral converges more widely.

A: It does not. For \(0<x<1\), whatever the sign of \(n\),

\[
(x+D)^n\le D^n+(1+D)^n ,
\]

so \(x^{s-1}\) is at most a constant times the integrand. If the integrand is integrable, so is \(x^{s-1}\) near zero, and that forces \(s>0\). This is the infrared condition. For \(x>D\),

\[
(x+D)^n\le(2^n+1)\,x^n ,
\]

so \(x^{s-1-n}\) must be integrable at infinity, and that forces \(s<n\). This is the ultraviolet condition. The two bullets in the next proof are these two comparisons; `rcases le_total 0 n` treats the two signs of \(n\).

```lean
/-- For `D > 0` the radial integral converges exactly when `0 < d/2 + a` (small momenta)
and `d/2 + a < n` (large momenta). -/
theorem radial_integrable_iff {d a n D : ℝ} (hD : 0 < D) :
    IntegrableOn (fun x : ℝ => x ^ (d / 2 + a - 1) / (x + D) ^ n) (Ioi 0) ↔
      0 < d / 2 + a ∧ d / 2 + a < n := by
  refine ⟨fun h => ?_, fun h => (radial_integral hD h.1 h.2).1⟩
  generalize d / 2 + a = s at h ⊢
  constructor
  · -- near zero the denominator is bounded
    have h1 : IntegrableOn (fun x : ℝ => x ^ (s - 1)) (Ioo 0 1) := by
      refine Integrable.mono' ((h.mono_set Ioo_subset_Ioi_self).const_mul
        (D ^ n + (1 + D) ^ n))
        (by fun_prop : Measurable fun x : ℝ => x ^ (s - 1)).aestronglyMeasurable ?_
      filter_upwards [ae_restrict_mem measurableSet_Ioo] with x hx
      have hx0 : 0 < x := hx.1
      have hA : 0 ≤ x ^ (s - 1) := by positivity
      have hp := Real.rpow_pos_of_pos hD n
      have hq : 0 < (1 + D) ^ n := by positivity
      have hb : (x + D) ^ n ≤ D ^ n + (1 + D) ^ n := by
        rcases le_total 0 n with hn | hn
        · linarith [Real.rpow_le_rpow (by positivity : 0 ≤ x + D)
            (by linarith [hx.2] : x + D ≤ 1 + D) hn]
        · linarith [Real.rpow_le_rpow_of_nonpos hD
            (by linarith : D ≤ x + D) hn]
      rw [Real.norm_of_nonneg hA, ← mul_div_assoc, le_div_iff₀ (by positivity)]
      linarith [mul_le_mul_of_nonneg_left hb hA]
    linarith [(intervalIntegral.integrableOn_Ioo_rpow_iff one_pos).1 h1]
  · -- at large momenta the denominator is at most a multiple of `x ^ n`
    have h1 : IntegrableOn (fun x : ℝ => x ^ (s - 1 - n)) (Ioi D) := by
      refine Integrable.mono' ((h.mono_set (Ioi_subset_Ioi hD.le)).const_mul (2 ^ n + 1))
        (by fun_prop : Measurable fun x : ℝ => x ^ (s - 1 - n)).aestronglyMeasurable ?_
      filter_upwards [ae_restrict_mem measurableSet_Ioi] with x hx
      have hxD : D < x := hx
      have hx0 : 0 < x := hD.trans hxD
      have hA : 0 ≤ x ^ (s - 1) := by positivity
      have hX : 0 < x ^ n := by positivity
      have h2 : 0 < (2 : ℝ) ^ n * x ^ n := by positivity
      have hb : (x + D) ^ n ≤ (2 ^ n + 1) * x ^ n := by
        rcases le_total 0 n with hn | hn
        · have h3 := Real.rpow_le_rpow (by positivity : 0 ≤ x + D)
            (by linarith : x + D ≤ 2 * x) hn
          rw [Real.mul_rpow zero_le_two hx0.le] at h3
          linarith
        · linarith [Real.rpow_le_rpow_of_nonpos hx0
            (by linarith : x ≤ x + D) hn]
      rw [Real.norm_of_nonneg (by positivity), Real.rpow_sub hx0, ← mul_div_assoc,
        div_le_div_iff₀ hX (by positivity)]
      linarith [mul_le_mul_of_nonneg_left hb hA]
    linarith [(integrableOn_Ioi_rpow_iff hD).1 h1]
```

Q: I integrate over momenta, not over \(x\).

A: Put \(x=k^2\), where \(k>0\) is now the magnitude of the momentum. Then \(dx=2k\,dk\) and

\[
x^{s-1}\,dx=2\,k^{2s-1}\,dk=2\,k^{d-1}(k^2)^a\,dk .
\]

The familiar weight \(k^{d-1}\) appears, and the factor 2 stands on the left of the theorem. In the proof, `key` is this identity between powers.

```lean
/-- Twice the integral of `(k^2)^a / (k^2 + D)^n` over the momentum magnitude `k`, with radial
weight `k^(d-1)`, equals a power of `D` times a ratio of Gamma functions, for `D > 0` and
`0 < d/2 + a < n`. -/
theorem momentum_integral {d a n D : ℝ} (hD : 0 < D) (h0 : 0 < d / 2 + a)
    (h1 : d / 2 + a < n) :
    2 * ∫ k in Ioi (0 : ℝ), k ^ (d - 1) * ((k ^ 2) ^ a / (k ^ 2 + D) ^ n)
      = D ^ (d / 2 + a - n) * Real.Gamma (d / 2 + a) * Real.Gamma (n - a - d / 2)
        / Real.Gamma n := by
  -- substitute `x = k ^ 2`
  have h := (integral_comp_rpow_Ioi_of_pos
    (g := fun x : ℝ => x ^ (d / 2 + a - 1) / (x + D) ^ n) (p := 2) two_pos).trans
    (radial_integral hD h0 h1).2
  rw [← integral_const_mul]
  refine Eq.trans (setIntegral_congr_fun measurableSet_Ioi fun k hk => ?_) h
  have hk' : (0 : ℝ) < k := hk
  have q : ∀ y : ℝ, (k ^ 2) ^ y = k ^ (2 * y) := fun y => by
    rw [Real.rpow_mul hk'.le, Real.rpow_two]
  have key : k * (k ^ 2) ^ (d / 2 + a - 1) = k ^ (d - 1) * (k ^ 2) ^ a := by
    rw [q, q, ← Real.rpow_add hk',
      show d - 1 + 2 * a = 1 + 2 * (d / 2 + a - 1) by ring, Real.rpow_add hk' 1,
      Real.rpow_one]
  simp only [smul_eq_mul, Real.rpow_two]
  rw [show (2 : ℝ) - 1 = 1 by norm_num, Real.rpow_one]
  linear_combination (-(2 / (k ^ 2 + D) ^ n)) * key
```

Q: That is still one-dimensional. Where is the loop integral over a vector?

A: In `loop_integral`, where `d` is a positive natural number and `k` runs over `EuclideanSpace ℝ (Fin d)`. The unit ball has volume \(\pi^{d/2}/\Gamma(d/2+1)\). Multiplying by \(d\) gives the total angular weight \(2\pi^{d/2}/\Gamma(d/2)\), which for \(d=1\) is 2, one for each direction. Hence

\[
\int d^dk\,\frac{(k^2)^a}{(k^2+D)^n}
=\frac{\pi^{d/2}}{\Gamma(d/2)}\,D^{s-n}\,\frac{\Gamma(s)\,\Gamma(n-s)}{\Gamma(n)} .
\]

The proof takes polar coordinates from `integral_fun_norm_addHaar`, inserts the ball volume as `hv` and finishes with the previous theorem. The measure is plain \(d^dk\), so a factor \((2\pi)^{-d}\) has to be supplied separately.

```lean
/-- An angular factor times a power of `D` and a ratio of Gamma functions is the value of the
Wick-rotated one-loop integral over Euclidean momentum space of positive integer dimension `d`, for
`D > 0` and `0 < d/2 + a < n`. -/
theorem loop_integral {d : ℕ} {a n D : ℝ} (hd : 0 < d) (hD : 0 < D)
    (h0 : 0 < (d : ℝ) / 2 + a) (h1 : (d : ℝ) / 2 + a < n) :
    ∫ k : EuclideanSpace ℝ (Fin d), (‖k‖ ^ 2) ^ a / (‖k‖ ^ 2 + D) ^ n
      = Real.pi ^ ((d : ℝ) / 2) / Real.Gamma ((d : ℝ) / 2) *
        (D ^ ((d : ℝ) / 2 + a - n) * Real.Gamma ((d : ℝ) / 2 + a)
          * Real.Gamma (n - a - (d : ℝ) / 2) / Real.Gamma n) := by
  have : Nonempty (Fin d) := ⟨⟨0, hd⟩⟩
  have : Nontrivial (EuclideanSpace ℝ (Fin d)) :=
    Module.nontrivial_of_finrank_pos (R := ℝ) (by simpa using hd)
  have hd' : (0 : ℝ) < d := Nat.cast_pos.2 hd
  have hG := Real.Gamma_pos_of_pos (half_pos hd')
  -- polar coordinates
  have h := integral_fun_norm_addHaar (volume : Measure (EuclideanSpace ℝ (Fin d)))
    (fun r : ℝ => (r ^ 2) ^ a / (r ^ 2 + D) ^ n)
  have e : ∀ y : ℝ, y ^ (d - 1) = y ^ ((d : ℝ) - 1) := fun y => by
    rw [← Nat.cast_pred hd, Real.rpow_natCast]
  simp only [finrank_euclideanSpace_fin, smul_eq_mul, nsmul_eq_mul, e] at h
  have hpi : √Real.pi ^ d = Real.pi ^ ((d : ℝ) / 2) := by
    rw [Real.sqrt_eq_rpow, ← Real.rpow_natCast, ← Real.rpow_mul Real.pi_pos.le]
    congr 1
    ring
  have hv : (volume : Measure (EuclideanSpace ℝ (Fin d))).real (Metric.ball 0 1)
      = Real.pi ^ ((d : ℝ) / 2) / ((d : ℝ) / 2 * Real.Gamma ((d : ℝ) / 2)) := by
    rw [Measure.real, EuclideanSpace.volume_ball, ENNReal.ofReal_one, one_pow, one_mul,
      Fintype.card_fin, Real.Gamma_add_one (half_pos hd').ne', hpi,
      ENNReal.toReal_ofReal (div_nonneg (by positivity) (mul_pos (half_pos hd') hG).le)]
  rw [h, hv, ← momentum_integral hD h0 h1]
  field_simp
```

Q: My amplitude lives in Minkowski space, and I regulate it by varying \(d\). How much of that have you captured?

A: The Wick rotation is the step you must justify yourself: the theorems start from the Euclidean integral. The condition \(D>0\) means that the combined denominator has a positive squared mass scale, as for a self-energy loop of massive particles at spacelike external momentum. Above a production threshold \(D\) can become negative.

As for regularization, the radial formula accepts non-integer \(d\), but only where the integral converges. Continuing it beyond that range, expanding it around the poles of \(\Gamma(n-s)\), and choosing an angular factor for non-integer \(d\), are further steps.

Q: Give me one case that I would meet in QED.

A: Three propagators in four dimensions with no loop momentum in the numerator: \(d=4\), \(a=0\), \(n=3\), so \(s=2\). Then

\[
\int\frac{d^4k}{(k^2+D)^3}
=\frac{\pi^2}{\Gamma(2)}\,D^{-1}\,\frac{\Gamma(2)\,\Gamma(1)}{\Gamma(3)}
=\frac{\pi^2}{2D}.
\]

For Euclidean momentum and \(D>0\), this is the integral behind the one-loop anomalous magnetic moment of the electron, before the integration over Feynman parameters. The proof specializes `loop_integral` and evaluates the Gamma functions.

```lean
/-- In four dimensions, the integral of three equal propagators with `D > 0` is
`π² / (2 D)`. -/
theorem four_dim_three_propagators {D : ℝ} (hD : 0 < D) :
    ∫ k : EuclideanSpace ℝ (Fin 4), 1 / (‖k‖ ^ 2 + D) ^ 3 = Real.pi ^ 2 / (2 * D) := by
  have h := loop_integral (d := 4) (a := 0) (n := 3) (by norm_num) hD
    (by norm_num) (by norm_num)
  have hG : Real.Gamma 3 = 2 := by
    rw [show (3 : ℝ) = ((2 : ℕ) : ℝ) + 1 by norm_num, Real.Gamma_nat_eq_factorial]
    norm_num [Nat.factorial]
  simp only [show ((4 : ℕ) : ℝ) / 2 = 2 by norm_num, add_zero, sub_zero,
    show (3 : ℝ) - 2 = 1 by norm_num, show (2 : ℝ) - 3 = -1 by norm_num,
    Real.rpow_zero, Real.Gamma_two, Real.Gamma_one, hG, Real.rpow_neg_one,
    Real.rpow_ofNat] at h
  rw [h]
  field_simp

end OneLoopRadialIntegral
```

```lean
#print axioms OneLoopRadialIntegral.radial_integral
-- 'OneLoopRadialIntegral.radial_integral' depends on axioms: [propext, Classical.choice, Quot.sound]
#print axioms OneLoopRadialIntegral.radial_integrable_iff
-- 'OneLoopRadialIntegral.radial_integrable_iff' depends on axioms: [propext, Classical.choice, Quot.sound]
#print axioms OneLoopRadialIntegral.four_dim_three_propagators
-- 'OneLoopRadialIntegral.four_dim_three_propagators' depends on axioms: [propext, Classical.choice, Quot.sound]
```
